# For nonzero ħ, a Bopp shift turns two canonical pairs into a noncommutative plane

When the coordinates of a plane satisfy $[X,Y]=i\theta$ with $\theta\neq0$, they do not commute, so they cannot both act as multiplication by a position variable. The Bopp shift writes such coordinates in terms of ordinary positions and momenta, and it turns the isotropic oscillator in $X$ and $Y$ into an ordinary oscillator with an angular-momentum term.

```lean
import Mathlib

open Complex

namespace BoppShift

noncomputable section

variable {A : Type*} [Ring A] [Algebra ℂ A]

/-- The commutation relations of a plane with coordinates `X`, `Y` and momenta `px`, `py`,
where `[X, Y] = i θ`. For `θ = 0` these are two ordinary canonical pairs. -/
structure IsPlane (ħ θ : ℂ) (X Y px py : A) : Prop where
  XY : X * Y - Y * X = (I * θ) • (1 : A)
  Xpx : X * px - px * X = (I * ħ) • (1 : A)
  Ypy : Y * py - py * Y = (I * ħ) • (1 : A)
  Xpy : X * py - py * X = 0
  Ypx : Y * px - px * Y = 0
  pp : px * py - py * px = 0

/-- The shifted first coordinate `x - a p_y`. -/
def boppX (a : ℂ) (x py : A) : A := x - a • py

/-- The shifted second coordinate `y + a p_x`. -/
def boppY (a : ℂ) (y px : A) : A := y + a • px

/-- The angular momentum `x p_y - y p_x`. -/
def angularMomentum (x y px py : A) : A := x * py - y * px

/-- The isotropic oscillator `α (p_x² + p_y²) + β (X² + Y²)`. -/
def oscillator (α β : ℂ) (X Y px py : A) : A :=
  α • (px * px + py * py) + β • (X * X + Y * Y)

/-- A Bopp shift by `a` raises the noncommutativity parameter by `2 a ħ` and keeps all
other commutation relations. -/
theorem IsPlane.shift {ħ θ : ℂ} {X Y px py : A} (h : IsPlane ħ θ X Y px py) (a : ℂ) :
    IsPlane ħ (θ + 2 * a * ħ) (boppX a X py) (boppY a Y px) px py := by
  refine ⟨?_, ?_, ?_, ?_, ?_, h.pp⟩ <;>
    simp only [boppX, boppY, sub_mul, mul_sub, add_mul, mul_add, smul_mul_assoc,
      mul_smul_comm]
  · -- both mixed position-momentum commutators contribute `i a ħ`
    linear_combination (norm := module) h.XY + a • h.Xpx + a • h.Ypy + (a * a) • h.pp
  · linear_combination (norm := module) h.Xpx + a • h.pp
  · linear_combination (norm := module) h.Ypy + a • h.pp
  · linear_combination (norm := module) h.Xpy
  · linear_combination (norm := module) h.Ypx

/-- Four operators obey the plane relations with parameter `θ` exactly when their Bopp shift
by `a` obeys them with parameter `θ + 2 a ħ`. -/
theorem isPlane_iff_shift (ħ θ a : ℂ) (X Y px py : A) :
    IsPlane ħ θ X Y px py ↔
      IsPlane ħ (θ + 2 * a * ħ) (boppX a X py) (boppY a Y px) px py := by
  refine ⟨fun h => h.shift a, fun h => ?_⟩
  -- the shift by `-a` undoes the shift by `a`
  have h' := h.shift (-a)
  have e1 : boppX (-a) (boppX a X py) py = X := by
    unfold boppX; module
  have e2 : boppY (-a) (boppY a Y px) px = Y := by
    unfold boppY; module
  have e3 : θ + 2 * a * ħ + 2 * (-a) * ħ = θ := by ring
  rwa [e1, e2, e3] at h'

/-- In canonical variables the oscillator built on shifted coordinates is an ordinary
oscillator with a changed kinetic coefficient and a term linear in angular momentum. -/
theorem oscillator_shift {ħ : ℂ} {x y px py : A} (h : IsPlane ħ 0 x y px py)
    (a α β : ℂ) :
    oscillator α β (boppX a x py) (boppY a y px) px py =
      oscillator (α + β * a ^ 2) β x y px py
        - (2 * a * β) • angularMomentum x y px py := by
  simp only [oscillator, angularMomentum, boppX, boppY, sub_mul, mul_sub, add_mul, mul_add,
    smul_mul_assoc, mul_smul_comm]
  linear_combination (norm := module) (β * a) • h.Xpy - (β * a) • h.Ypx

/-- For `ħ ≠ 0` the Bopp shift with `a = θ / (2ħ)` turns two canonical pairs into a
noncommutative plane with `[X, Y] = i θ`, and its oscillator is an ordinary oscillator with
a changed kinetic coefficient and a term linear in angular momentum. -/
theorem bopp_shift {ħ : ℂ} (hħ : ħ ≠ 0) (θ α β : ℂ) {x y px py : A}
    (h : IsPlane ħ 0 x y px py) :
    let a := θ / (2 * ħ)
    IsPlane ħ θ (boppX a x py) (boppY a y px) px py ∧
      oscillator α β (boppX a x py) (boppY a y px) px py =
        oscillator (α + β * a ^ 2) β x y px py
          - (2 * a * β) • angularMomentum x y px py := by
  intro a
  refine ⟨?_, oscillator_shift h a α β⟩
  have e : 0 + 2 * a * ħ = θ := by
    simp only [a, zero_add]
    field_simp
  have h' := h.shift a
  rwa [e] at h'

/-- The canonical angular momentum rotates the shifted coordinates into each other, and
likewise the momenta. -/
theorem angularMomentum_rotates {ħ : ℂ} {x y px py : A} (h : IsPlane ħ 0 x y px py)
    (a : ℂ) :
    let L := angularMomentum x y px py
    let X := boppX a x py
    let Y := boppY a y px
    (L * X - X * L = (I * ħ) • Y ∧ L * Y - Y * L = -((I * ħ) • X)) ∧
      (L * px - px * L = (I * ħ) • py ∧ L * py - py * L = -((I * ħ) • px)) := by
  intro L X Y
  -- the action on the four canonical variables
  have hx : L * x - x * L = (I * ħ) • y := by
    have e : L * x - x * L = (x * y - y * x) * px + y * (x * px - px * x)
        - x * (x * py - py * x) := by
      simp only [L, angularMomentum]; noncomm_ring
    rw [e, h.XY, h.Xpx, h.Xpy]; simp
  have hy : L * y - y * L = -((I * ħ) • x) := by
    have e : L * y - y * L = (x * y - y * x) * py - x * (y * py - py * y)
        + y * (y * px - px * y) := by
      simp only [L, angularMomentum]; noncomm_ring
    rw [e, h.XY, h.Ypy, h.Ypx]; simp
  have hpx : L * px - px * L = (I * ħ) • py := by
    have e : L * px - px * L = (x * px - px * x) * py - x * (px * py - py * px)
        - (y * px - px * y) * px := by
      simp only [L, angularMomentum]; noncomm_ring
    rw [e, h.Xpx, h.pp, h.Ypx]; simp
  have hpy : L * py - py * L = -((I * ħ) • px) := by
    have e : L * py - py * L = (x * py - py * x) * py - (y * py - py * y) * px
        - y * (px * py - py * px) := by
      simp only [L, angularMomentum]; noncomm_ring
    rw [e, h.Xpy, h.Ypy, h.pp]; simp
  refine ⟨⟨?_, ?_⟩, hpx, hpy⟩
  · simp only [X, Y, boppX, boppY, mul_sub, sub_mul, smul_mul_assoc, mul_smul_comm]
    linear_combination (norm := module) hx - a • hpy
  · simp only [X, Y, boppX, boppY, mul_add, add_mul, smul_mul_assoc, mul_smul_comm]
    linear_combination (norm := module) hy + a • hpx

/-- An operator that rotates `u` and `v` into each other commutes with `u² + v²`. -/
theorem commute_sq_add_sq {c : ℂ} {L u v : A} (hu : L * u - u * L = c • v)
    (hv : L * v - v * L = -(c • u)) : Commute L (u * u + v * v) := by
  have e : L * (u * u + v * v) - (u * u + v * v) * L =
      (L * u - u * L) * u + u * (L * u - u * L)
        + ((L * v - v * L) * v + v * (L * v - v * L)) := by noncomm_ring
  apply sub_eq_zero.mp
  rw [e, hu, hv]
  simp only [neg_mul, mul_neg, smul_mul_assoc, mul_smul_comm]
  module

/-- The canonical angular momentum commutes with the oscillator on the shifted
coordinates. -/
theorem angularMomentum_conserved {ħ : ℂ} {x y px py : A} (h : IsPlane ħ 0 x y px py)
    (a α β : ℂ) :
    Commute (angularMomentum x y px py)
      (oscillator α β (boppX a x py) (boppY a y px) px py) := by
  obtain ⟨⟨hX, hY⟩, hpx, hpy⟩ := angularMomentum_rotates h a
  exact ((commute_sq_add_sq hpx hpy).smul_right α).add_right
    ((commute_sq_add_sq hX hY).smul_right β)

/-- Complex polynomials in two position variables. -/
abbrev Poly := MvPolynomial (Fin 2) ℂ

/-- Multiplication by the `i`-th position variable. -/
def position (i : Fin 2) : Module.End ℂ Poly := LinearMap.mulLeft ℂ (MvPolynomial.X i)

/-- The momentum operator `-i ħ ∂_i` on polynomials. -/
def momentum (ħ : ℂ) (i : Fin 2) : Module.End ℂ Poly :=
  (-(I * ħ)) • (MvPolynomial.pderiv i).toLinearMap

/-- Position and momentum operators on polynomials in two variables form two canonical
pairs. -/
theorem isPlane_witness (ħ : ℂ) :
    IsPlane ħ 0 (position 0) (position 1) (momentum ħ 0) (momentum ħ 1) := by
  -- the commutator of position and momentum, from the Leibniz rule
  have key (i j : Fin 2) (f : Poly) :
      (position i * momentum ħ j - momentum ħ j * position i) f =
        (I * ħ) • (MvPolynomial.pderiv j (MvPolynomial.X i : Poly) * f) := by
    change MvPolynomial.X i * ((-(I * ħ)) • MvPolynomial.pderiv j f)
      - (-(I * ħ)) • MvPolynomial.pderiv j (MvPolynomial.X i * f) = _
    simp only [Derivation.leibniz, smul_eq_mul, mul_smul_comm]
    rw [mul_comm f]
    module
  have h01 : MvPolynomial.pderiv (1 : Fin 2) (MvPolynomial.X 0 : Poly) = 0 :=
    MvPolynomial.pderiv_X_of_ne (by decide)
  have h10 : MvPolynomial.pderiv (0 : Fin 2) (MvPolynomial.X 1 : Poly) = 0 :=
    MvPolynomial.pderiv_X_of_ne (by decide)
  -- partial derivatives commute, since they do so on the variables
  have hD : ⁅(MvPolynomial.pderiv 0 : Derivation ℂ Poly Poly),
      (MvPolynomial.pderiv 1 : Derivation ℂ Poly Poly)⁆ = 0 := by
    apply MvPolynomial.derivation_ext
    intro i
    fin_cases i <;> simp [Derivation.commutator_apply, h01, h10]
  have hcomm (f : Poly) :
      MvPolynomial.pderiv (0 : Fin 2) (MvPolynomial.pderiv (1 : Fin 2) f) =
        MvPolynomial.pderiv (1 : Fin 2) (MvPolynomial.pderiv (0 : Fin 2) f) := by
    have := congrArg (fun D : Derivation ℂ Poly Poly => D f) hD
    simpa [Derivation.commutator_apply, sub_eq_zero] using this
  constructor <;> refine LinearMap.ext fun f => ?_
  · change MvPolynomial.X 0 * (MvPolynomial.X 1 * f)
      - MvPolynomial.X 1 * (MvPolynomial.X 0 * f) = (I * 0) • f
    rw [mul_zero, zero_smul]
    ring
  · rw [key, MvPolynomial.pderiv_X_self, one_mul]; rfl
  · rw [key, MvPolynomial.pderiv_X_self, one_mul]; rfl
  · rw [key, h01, zero_mul, smul_zero]; rfl
  · rw [key, h10, zero_mul, smul_zero]; rfl
  · change (-(I * ħ)) • MvPolynomial.pderiv (0 : Fin 2)
        ((-(I * ħ)) • MvPolynomial.pderiv (1 : Fin 2) f)
      - (-(I * ħ)) • MvPolynomial.pderiv (1 : Fin 2)
        ((-(I * ħ)) • MvPolynomial.pderiv (0 : Fin 2) f) = 0
    rw [Derivation.map_smul, Derivation.map_smul, hcomm, sub_self]

end

end BoppShift
```

```lean
#print axioms BoppShift.isPlane_iff_shift
#print axioms BoppShift.bopp_shift
#print axioms BoppShift.angularMomentum_conserved
```

```
'BoppShift.isPlane_iff_shift' depends on axioms: [propext, Classical.choice, Quot.sound]
'BoppShift.bopp_shift' depends on axioms: [propext, Classical.choice, Quot.sound]
'BoppShift.angularMomentum_conserved' depends on axioms: [propext, Classical.choice, Quot.sound]
```

## Canonical pairs, shifted coordinates and the oscillator

The operators are elements of an algebra `A` over the complex numbers. The predicate `IsPlane ħ θ X Y px py` collects six commutation relations:

$$[X,Y]=i\theta,\quad [X,p_x]=[Y,p_y]=i\hbar,\quad [X,p_y]=[Y,p_x]=[p_x,p_y]=0.$$

A number on the right-hand side stands for that multiple of the identity, which Lean writes as `(I * θ) • (1 : A)`. At $\theta=0$ these are the relations of two canonical pairs, whose positions are written $x,y$.

For a complex number $a$, the definitions `boppX` and `boppY` are

$$X=x-a\,p_y,\qquad Y=y+a\,p_x,$$

and the momenta stay as they are. `angularMomentum` is $L=x p_y-y p_x$, built from the canonical variables. `oscillator` is $\alpha(p_x^2+p_y^2)+\beta(X^2+Y^2)$; a particle of mass $m$ and frequency $\omega$ has $\alpha=1/(2m)$ and $\beta=m\omega^2/2$.

The main theorem, `bopp_shift`, assumes $\hbar\neq0$ and two canonical pairs, and sets $a=\theta/(2\hbar)$. It concludes that $X,Y,p_x,p_y$ satisfy all six relations with parameter $\theta$, and that

$$\alpha(p_x^2+p_y^2)+\beta(X^2+Y^2)=(\alpha+\beta a^2)(p_x^2+p_y^2)+\beta(x^2+y^2)-2a\beta L.$$

For $\alpha=\beta=1$ the kinetic coefficient is $1+a^2$ and the last term is $-2aL$.

For a single particle in an isotropic planar oscillator, the noncommutativity can therefore be traded for a changed kinetic coefficient and a term linear in $L$. The statement is purely algebraic: $\hbar$, $\theta$, $\alpha$ and $\beta$ may be complex, and there is no Hilbert space, self-adjointness, operator domain or spectrum. The relation $[X,Y]=i\theta$ is the postulate that defines the noncommutative plane; it is not derived from a more basic theory of space.

## Why the shift produces $\theta$

Start from coordinates $X_0,Y_0$ that already have parameter $\theta_0$, and shift them by any $a$. Bilinearity gives

$$\begin{aligned}
[X_0-a p_y,\;Y_0+a p_x]&=[X_0,Y_0]+a[X_0,p_x]-a[p_y,Y_0]-a^2[p_y,p_x]\\
&=i\theta_0+ia\hbar+ia\hbar+0=i(\theta_0+2a\hbar).
\end{aligned}$$

The two mixed commutators contribute equally, which is the origin of the factor 2. The other relations survive because the momenta commute:

$$[X_0-a p_y,p_x]=[X_0,p_x]-a[p_y,p_x]=i\hbar,\qquad [Y_0+a p_x,p_y]=[Y_0,p_y]+a[p_x,p_y]=i\hbar,$$

$$[X_0-a p_y,p_y]=[X_0,p_y]=0,\qquad [Y_0+a p_x,p_x]=[Y_0,p_x]=0.$$

The relation between the momenta is untouched.

This is `IsPlane.shift`. Its proof expands the products with `simp only`, and then `linear_combination` adds the assumed relations with the coefficients seen above: $1$, $a$, $a$ and $a^2$ for the first commutator. The `module` normaliser checks that the two sides then agree as linear combinations of operator products.

Shifting by $-a$ afterwards restores the original coordinates and the original parameter. `isPlane_iff_shift` uses this to show that the relations before and after a shift are equivalent, for every $\hbar$.

In `bopp_shift` the starting parameter is zero, so the new one is $2a\hbar$. It equals $\theta$ for $a=\theta/(2\hbar)$, and this is the step that uses $\hbar\neq0$.

## Expanding the oscillator

Since $[x,p_y]=0$ and $[y,p_x]=0$, the cross terms in the squares combine:

$$X^2=x^2-a(xp_y+p_yx)+a^2p_y^2=x^2-2a\,xp_y+a^2p_y^2,$$

$$Y^2=y^2+a(yp_x+p_xy)+a^2p_x^2=y^2+2a\,yp_x+a^2p_x^2.$$

Their sum is $x^2+y^2+a^2(p_x^2+p_y^2)-2aL$. Multiplying by $\beta$ and adding $\alpha(p_x^2+p_y^2)$ gives the oscillator identity. `oscillator_shift` proves it for arbitrary $a$, with the two vanishing commutators entering its `linear_combination` with coefficients $\beta a$ and $-\beta a$.

## Angular momentum is conserved

The canonical relations give

$$[L,x]=i\hbar y,\quad [L,y]=-i\hbar x,\quad [L,p_x]=i\hbar p_y,\quad [L,p_y]=-i\hbar p_x.$$

Hence

$$[L,X]=i\hbar y+ia\hbar p_x=i\hbar Y,\qquad [L,Y]=-i\hbar x+ia\hbar p_y=-i\hbar X.$$

`angularMomentum_rotates` follows this order: first the four canonical variables, then the shifted coordinates.

If $[L,u]=cv$ and $[L,v]=-cu$, then

$$[L,u^2+v^2]=c(vu+uv)-c(uv+vu)=0.$$

This is `commute_sq_add_sq`, and it holds even when $u$ and $v$ do not commute. Applied to $(p_x,p_y)$ and to $(X,Y)$, it yields `angularMomentum_conserved`: $L$ commutes with the oscillator in the shifted coordinates, for every $a$, $\alpha$ and $\beta$.

## Canonical pairs acting on polynomials

`isPlane_witness` supplies a concrete example of the canonical relations. On complex polynomials in two variables, numbered 0 and 1, `position i` multiplies by $x_i$ and `momentum ħ i` is $-i\hbar\,\partial_i$, where the $i$ in front of $\hbar$ is the imaginary unit. The Leibniz rule gives

$$[x_j,-i\hbar\,\partial_k]f=i\hbar\,(\partial_k x_j)\,f,$$

which is $i\hbar f$ for $j=k$ and zero otherwise. Multiplications commute with each other. For the momenta, the commutator of two partial derivatives is itself a derivation; it vanishes on both variables, and so on every polynomial.
